# Lieb–Thirring duality on a finite grid: a kinetic bound is equivalent to an energy bound in all nonnegative wells

Noninteracting electrons sit on a three-dimensional grid with unit cell volume, held by an attractive external potential $-V_x$ with depth $V_x\ge 0$. The Pauli principle makes it costly to crowd them together, and I have met two inequalities that express this. One bounds the kinetic energy $T$ by the density $n_x$:

$$T\ \ge\ K\sum_x n_x^{5/3}.$$

The other bounds the energy in a well:

$$T-\sum_x V_x n_x\ \ge\ -L\sum_x V_x^{5/2}.$$

I can believe that the first implies the second. The reverse puzzles me: each well gives only a linear condition on the density, so how can such conditions bring back the power $5/3$ with the same $K$?

## Each density has a well that tests it exactly

Nothing is lost if every nonnegative well is allowed and $L=\frac25\left(\frac{3}{5K}\right)^{3/2}$. The convex function $Kn^{5/3}$ is the upper envelope of its tangent lines, and a well depth is the slope of such a line. The well that does the work changes with the density.

The derivation is the same in any dimension $d>0$, with $K>0$ and with nonnegative quadrature weights $w_x$ in the sums. Put $p=1+\frac2d$ and $q=1+\frac d2$, which are $5/3$ and $5/2$ for $d=3$. Since $\frac1p+\frac1q=\frac{d}{d+2}+\frac{2}{d+2}=1$, Young's inequality gives, for $n,s\ge0$,

$$ns\le \frac{d}{d+2}\,n^p+\frac{2}{d+2}\,s^q .$$

Set $s=cv$ with $c=\frac{d}{(d+2)K}$ and $v\ge 0$ the well depth at one point, and multiply by $\frac1c=\frac{(d+2)K}{d}$:

$$vn\le Kn^p+\frac{2K}{d}(cv)^q .$$

Because $\frac{2K}{d}\,c=\frac{2}{d+2}$, the last term is $Lv^q$ with

$$L=\frac{2}{d+2}\left(\frac{d}{(d+2)K}\right)^{d/2}.$$

Multiplying by $w_x$ and summing gives

$$\sum_x w_xV_xn_x\le K\sum_x w_xn_x^p+L\sum_x w_xV_x^q .$$

If $T\ge K\sum_x w_xn_x^p$, the energy bound follows for every $V\ge0$.

For the reverse, take as depth the derivative of $Kn^p$, namely $V^*_x=\frac{(d+2)K}{d}n_x^{2/d}$. Then $cV^*_x=n_x^{2/d}$, so $L(V^*_x)^q=\frac{2K}{d}n_x^{2q/d}=\frac{2K}{d}n_x^p$, and

$$V^*_xn_x=\left(K+\frac{2K}{d}\right)n_x^p=Kn_x^p+L(V^*_x)^q .$$

Inserting $V^*$ into the energy bound gives $T\ge\sum_x w_xV^*_xn_x-L\sum_x w_x(V^*_x)^q=K\sum_x w_xn_x^p$.

Three consequences follow.

- **The kinetic bound alone gives no smaller $L$.** At $T=K\sum_x w_xn_x^p$, the energy in $V^*$ equals $-L\sum_x w_x(V^*_x)^q$. If the density is positive at some point of positive weight, that sum is positive, so any $L'<L$ is violated.
- **$K$ can be read off from $L$.** From $\frac{(d+2)L}{2}=c^{d/2}$ one gets $K=\frac{d}{d+2}\left(\frac{2}{(d+2)L}\right)^{2/d}$.
- **The duality passes to ground-state energies.** Let $E(V)$ be the greatest lower bound of the energies of a family of states. A number is a lower bound of these energies exactly when it is at most $E(V)$. So all states obey the kinetic bound exactly when $E(V)\ge-L\sum_x w_xV_x^q$ for all $V\ge0$.

## Two grid points with densities 1 and 8

The numbers here are chosen for easy arithmetic. They do not describe electrons on a grid with one orbital per point, where the Pauli principle allows at most two electrons per point. Take $d=3$, unit weights and $K=\frac35$, so that $L=\frac25$. For $n=(1,8)$, $\sum_x n_x^{5/3}=1+32=33$, and the kinetic bound reads $T\ge19.8$. The optimal well is $V^*_x=n_x^{2/3}$, that is $(1,4)$. It has $\sum_x V^*_xn_x=33$ and $L\sum_x (V^*_x)^{5/2}=0.4\cdot33=13.2$, so the energy bound in this well is $T-33\ge-13.2$, again $T\ge19.8$.

A value $T=19$ is therefore caught by $V^*$, since $19-33=-14<-13.2$. The flat well $V=(1,1)$ misses it: $19-9=10$ lies well above $-0.8$.

## The duality in Lean

```lean
import Mathlib

open Finset

namespace LiebThirringGrid

noncomputable section

/-- The constant `L` of the potential-energy bound dual to a kinetic constant `K`
in dimension `d`, for `d > 0` and `K > 0`. -/
def potentialConst (d K : ℝ) : ℝ := 2 / (d + 2) * (d / ((d + 2) * K)) ^ (d / 2)

/-- The depth of the optimal potential well at a point of density `n`: the derivative of
`K n^(1+2/d)` with respect to `n`, for `d > 0` and `n ≥ 0`. -/
def optimalWell (d K n : ℝ) : ℝ := (d + 2) * K / d * n ^ (2 / d)

/-- For `d, K > 0` and a well depth `v ≥ 0`, the dual energy density `L v^(1+d/2)` is a multiple
of a power of the rescaled depth `d v / ((d+2) K)`. -/
theorem potentialConst_mul_rpow {d K v : ℝ} (hd : 0 < d) (hK : 0 < K) (hv : 0 ≤ v) :
    potentialConst d K * v ^ (1 + d / 2)
      = 2 * K / d * (d / ((d + 2) * K) * v) ^ (1 + d / 2) := by
  have hc : 0 < d / ((d + 2) * K) := by positivity
  have h2 : 2 * K / d * (d / ((d + 2) * K)) = 2 / (d + 2) := by field_simp
  unfold potentialConst
  rw [Real.mul_rpow hc.le hv, Real.rpow_add hc, Real.rpow_one, ← h2]
  ring

/-- At one grid point, for `d, K > 0`, the product of a well depth `v ≥ 0` and a density `n ≥ 0` is
at most `K n^(1+2/d) + L v^(1+d/2)`, where `L = potentialConst d K`. -/
theorem well_mul_density_le {d K n v : ℝ} (hd : 0 < d) (hK : 0 < K) (hn : 0 ≤ n) (hv : 0 ≤ v) :
    v * n ≤ K * n ^ (1 + 2 / d) + potentialConst d K * v ^ (1 + d / 2) := by
  have hd2 : d + 2 ≠ 0 := by positivity
  have hp : 1 + 2 / d = (d + 2) / d := by rw [add_div, div_self hd.ne']
  have hq : 1 + d / 2 = (d + 2) / 2 := by ring
  have hpos : 0 < 2 / d := by positivity
  -- the two exponents are Hölder conjugate
  have hconj : (1 + 2 / d).HolderConjugate (1 + d / 2) := by
    rw [Real.holderConjugate_iff]
    refine ⟨by linarith, ?_⟩
    rw [hp, hq, inv_div, inv_div, ← add_div, div_self hd2]
  have ht : 0 ≤ d / ((d + 2) * K) * v := by positivity
  have hy := Real.young_inequality_of_nonneg hn ht hconj
  -- undo the rescaling of the well depth
  have e1 : v * n = (d + 2) * K / d * (n * (d / ((d + 2) * K) * v)) := by field_simp
  have e2 : ∀ A B : ℝ, K * A + 2 * K / d * B
      = (d + 2) * K / d * (A / (1 + 2 / d) + B / (1 + d / 2)) := by
    intro A B
    rw [hp, hq]
    field_simp
  rw [potentialConst_mul_rpow hd hK hv, e1, e2]
  exact mul_le_mul_of_nonneg_left hy (by positivity)

/-- For `d, K > 0` and `n ≥ 0`, the optimal well turns the pointwise bound into an equality. -/
theorem optimalWell_mul_density {d K n : ℝ} (hd : 0 < d) (hK : 0 < K) (hn : 0 ≤ n) :
    optimalWell d K n * n
      = K * n ^ (1 + 2 / d) + potentialConst d K * optimalWell d K n ^ (1 + d / 2) := by
  have hV : 0 ≤ optimalWell d K n := by unfold optimalWell; positivity
  have h1 : d / ((d + 2) * K) * ((d + 2) * K / d) = 1 := by field_simp
  have e : d / ((d + 2) * K) * optimalWell d K n = n ^ (2 / d) := by
    unfold optimalWell
    rw [← mul_assoc, h1, one_mul]
  have h0 : 2 / d * d = 2 := div_mul_cancel₀ 2 hd.ne'
  have hexp : 2 / d * (1 + d / 2) = 1 + 2 / d := by linear_combination (1 / 2) * h0
  have hp : n ^ (1 + 2 / d) = n * n ^ (2 / d) := by
    rw [Real.rpow_add_of_nonneg hn zero_le_one (by positivity), Real.rpow_one]
  have h3 : (d + 2) * K / d = K + 2 * K / d := by field_simp
  rw [potentialConst_mul_rpow hd hK hV, e, ← Real.rpow_mul hn, hexp, hp]
  unfold optimalWell
  rw [h3]
  ring

variable {X : Type*} [Fintype X]

/-- For `d, K > 0` and a nonnegative density `n` on a weighted grid, the weighted sum of the optimal
well depth `V` times `n` equals `K` times the weighted sum of `n^(1+2/d)` plus `potentialConst d K`
times the weighted sum of `V^(1+d/2)`. -/
theorem sum_optimalWell {d K : ℝ} (hd : 0 < d) (hK : 0 < K) (w n : X → ℝ) (hn : ∀ x, 0 ≤ n x) :
    ∑ x, w x * (optimalWell d K (n x) * n x)
      = K * ∑ x, w x * n x ^ (1 + 2 / d)
        + potentialConst d K * ∑ x, w x * optimalWell d K (n x) ^ (1 + d / 2) := by
  rw [mul_sum, mul_sum, ← sum_add_distrib]
  refine sum_congr rfl fun x _ => ?_
  rw [optimalWell_mul_density hd hK (hn x)]
  ring

/-- **Lieb-Thirring duality on a grid.** For `d, K > 0`, nonnegative weights and a nonnegative
density, `T` obeys the kinetic bound with constant `K` exactly when the energy in every
well `V ≥ 0` obeys the potential bound with constant `L`. -/
theorem lieb_thirring_duality {d K : ℝ} (hd : 0 < d) (hK : 0 < K) (w n : X → ℝ)
    (hw : ∀ x, 0 ≤ w x) (hn : ∀ x, 0 ≤ n x) (T : ℝ) :
    K * ∑ x, w x * n x ^ (1 + 2 / d) ≤ T ↔
      ∀ V : X → ℝ, (∀ x, 0 ≤ V x) →
        -(potentialConst d K * ∑ x, w x * V x ^ (1 + d / 2)) ≤ T - ∑ x, w x * (V x * n x) := by
  constructor
  · intro hT V hV
    -- sum the pointwise inequality over the grid
    have h : ∑ x, w x * (V x * n x) ≤ K * ∑ x, w x * n x ^ (1 + 2 / d)
        + potentialConst d K * ∑ x, w x * V x ^ (1 + d / 2) := by
      rw [mul_sum, mul_sum, ← sum_add_distrib]
      refine sum_le_sum fun x _ => ?_
      have := mul_le_mul_of_nonneg_left (well_mul_density_le hd hK (hn x) (hV x)) (hw x)
      linarith
    linarith
  · intro h
    -- test the bound on the optimal well
    have h1 := h (fun x => optimalWell d K (n x))
      (fun x => by have := hn x; unfold optimalWell; positivity)
    have h2 := sum_optimalWell hd hK w n hn
    linarith

/-- The three-dimensional duality on a grid with unit weights, for `K > 0` and a nonnegative
density: the exponents are `5/3` and `5/2`, and `L = (2/5) (3/(5K))^(3/2)`. -/
theorem lieb_thirring_duality_three {K : ℝ} (hK : 0 < K) (n : X → ℝ) (hn : ∀ x, 0 ≤ n x)
    (T : ℝ) :
    K * ∑ x, n x ^ (5 / 3 : ℝ) ≤ T ↔
      ∀ V : X → ℝ, (∀ x, 0 ≤ V x) →
        -(2 / 5 * (3 / (5 * K)) ^ (3 / 2 : ℝ) * ∑ x, V x ^ (5 / 2 : ℝ))
          ≤ T - ∑ x, V x * n x := by
  have h := lieb_thirring_duality (d := 3) (by norm_num) hK (fun _ : X => (1 : ℝ)) n
    (fun _ => zero_le_one) hn T
  have e1 : (1 : ℝ) + 2 / 3 = 5 / 3 := by norm_num
  have e2 : (1 : ℝ) + 3 / 2 = 5 / 2 := by norm_num
  have e3 : potentialConst 3 K = 2 / 5 * (3 / (5 * K)) ^ (3 / 2 : ℝ) := by
    rw [potentialConst, show (3 : ℝ) + 2 = 5 by norm_num]
  simpa only [e1, e2, e3, one_mul] using h

/-- Let `E V` be the greatest lower bound of the energies of a family of states in the well `V`.
For `d, K > 0`, nonnegative weights and nonnegative densities, all states obey the kinetic bound
exactly when `E V` obeys the potential bound for every `V ≥ 0`. -/
theorem ground_energy_duality {d K : ℝ} (hd : 0 < d) (hK : 0 < K) {S : Type*} (w : X → ℝ)
    (hw : ∀ x, 0 ≤ w x) (T : S → ℝ) (n : S → X → ℝ) (hn : ∀ s x, 0 ≤ n s x)
    (E : (X → ℝ) → ℝ)
    (hE : ∀ V : X → ℝ, (∀ x, 0 ≤ V x) →
      IsGLB (Set.range fun s => T s - ∑ x, w x * (V x * n s x)) (E V)) :
    (∀ s, K * ∑ x, w x * n s x ^ (1 + 2 / d) ≤ T s) ↔
      ∀ V : X → ℝ, (∀ x, 0 ≤ V x) →
        -(potentialConst d K * ∑ x, w x * V x ^ (1 + d / 2)) ≤ E V := by
  constructor
  · intro h V hV
    apply (hE V hV).2
    rintro _ ⟨s, rfl⟩
    exact (lieb_thirring_duality hd hK w (n s) hw (hn s) (T s)).1 (h s) V hV
  · intro h s
    exact (lieb_thirring_duality hd hK w (n s) hw (hn s) (T s)).2
      fun V hV => (h V hV).trans ((hE V hV).1 ⟨s, rfl⟩)

/-- For `d, K > 0`, nonnegative weights and a nonnegative density that is positive at some point
of positive weight, any constant `L' < L` fails: at the smallest `T` allowed by the kinetic
bound, some well violates the potential bound with `L'`. -/
theorem potentialConst_sharp {d K L' : ℝ} (hd : 0 < d) (hK : 0 < K)
    (hL : L' < potentialConst d K) (w n : X → ℝ) (hw : ∀ x, 0 ≤ w x) (hn : ∀ x, 0 ≤ n x)
    (h0 : ∃ x, 0 < w x ∧ 0 < n x) :
    ∃ V : X → ℝ, (∀ x, 0 ≤ V x) ∧
      K * ∑ x, w x * n x ^ (1 + 2 / d) - ∑ x, w x * (V x * n x)
        < -(L' * ∑ x, w x * V x ^ (1 + d / 2)) := by
  have hV : ∀ x, 0 ≤ optimalWell d K (n x) := fun x => by
    have := hn x
    unfold optimalWell
    positivity
  refine ⟨fun x => optimalWell d K (n x), hV, ?_⟩
  have hpos : 0 < ∑ x, w x * optimalWell d K (n x) ^ (1 + d / 2) := by
    obtain ⟨y, hwy, hny⟩ := h0
    have hy : 0 < optimalWell d K (n y) := by unfold optimalWell; positivity
    exact sum_pos' (fun x _ => mul_nonneg (hw x) (Real.rpow_nonneg (hV x) _))
      ⟨y, mem_univ y, mul_pos hwy (Real.rpow_pos_of_pos hy _)⟩
  have h1 := sum_optimalWell hd hK w n hn
  have h2 := mul_lt_mul_of_pos_right hL hpos
  linarith

/-- For `d, K > 0`, the kinetic constant is recovered from the potential constant `L` as
`K = (d/(d+2)) (2/((d+2)L))^(2/d)`. -/
theorem kineticConst_recovered {d K : ℝ} (hd : 0 < d) (hK : 0 < K) :
    d / (d + 2) * (2 / ((d + 2) * potentialConst d K)) ^ (2 / d) = K := by
  have hc : 0 < d / ((d + 2) * K) := by positivity
  have h : ∀ Y : ℝ, 0 < Y → 2 / ((d + 2) * (2 / (d + 2) * Y)) = Y⁻¹ := by
    intro Y hY
    field_simp
  have hexp : d / 2 * (2 / d) = 1 := by field_simp
  unfold potentialConst
  rw [h _ (Real.rpow_pos_of_pos hc _), Real.inv_rpow (Real.rpow_nonneg hc.le _),
    ← Real.rpow_mul hc.le, hexp, Real.rpow_one]
  field_simp

end

end LiebThirringGrid
```

```lean
#print axioms LiebThirringGrid.lieb_thirring_duality
#print axioms LiebThirringGrid.lieb_thirring_duality_three
#print axioms LiebThirringGrid.potentialConst_sharp
#print axioms LiebThirringGrid.kineticConst_recovered
```

```
'LiebThirringGrid.lieb_thirring_duality' depends on axioms: [propext, Classical.choice, Quot.sound]
'LiebThirringGrid.lieb_thirring_duality_three' depends on axioms: [propext, Classical.choice, Quot.sound]
'LiebThirringGrid.potentialConst_sharp' depends on axioms: [propext, Classical.choice, Quot.sound]
'LiebThirringGrid.kineticConst_recovered' depends on axioms: [propext, Classical.choice, Quot.sound]
```

## What the theorems say about electrons

The grid is a finite type `X`. The functions `w`, `n` and `V` give the weight (cell volume), density and well depth at each point. The external potential is $-V$, which differs from the common use of $V$ for the potential itself. `potentialConst d K` is $L$, and `optimalWell d K (n x)` is $V^*_x$. The dimension `d` is any positive real number.

`lieb_thirring_duality` takes `d` and `K` positive, `w` and `n` nonnegative, and `T` any real number. It states that the kinetic bound for this one pair of `T` and `n` is equivalent to the energy bound for all `V` with nonnegative values. `lieb_thirring_duality_three` is the case in your question, with unit weights and the constants written out.

In `ground_energy_duality`, `S` labels the states, each with its own kinetic energy and density. The hypothesis `hE` says that `E V` is the greatest lower bound of the energies in each nonnegative well. Physically, the energy in each such well is bounded below; no state has to attain `E V`. `potentialConst_sharp` and `kineticConst_recovered` state the first two consequences above.

The constant `K` sets the least kinetic energy that the bound assigns to a given density. A single electron already pays for compression through the uncertainty principle; the Pauli principle adds to this cost when there are many electrons. Its value is an input. Neither antisymmetry nor a wavefunction appears, so applying the duality to electrons requires a separate proof that the kinetic energies and densities of their states obey one of the two bounds. In continuous space, such a bound with a constant independent of particle number is the hard analytic content of the Lieb–Thirring inequality; the duality carries a bound from one form to the other. Boundary conditions matter too: on a periodic grid with the usual finite-difference kinetic energy, one electron in the constant orbital has $T=0$ and a positive density, so no $K>0$ works for all states there.

For noninteracting electrons on a finite grid, this connects a lower bound of Thomas–Fermi form on the kinetic energy, as considered in density functional theory, with lower bounds on ground-state energies in external wells.

## From Young's inequality to the equivalence

`potentialConst_mul_rpow` is the identity $Lv^q=\frac{2K}{d}(cv)^q$. It splits the power of the product and uses $\frac{2K}{d}c=\frac{2}{d+2}$.

`well_mul_density_le` is the bound at one grid point. `hconj` records that $p$ and $q$ are conjugate exponents, and `Real.young_inequality_of_nonneg` is applied to $n$ and $cv$. The equations `e1` and `e2` pull out the factor $1/c$ on both sides, after which Young's inequality is multiplied by that positive number.

`optimalWell_mul_density` is the equality case. Its step `e` is $cV^*=n^{2/d}$, and `hexp` is the exponent identity $2q/d=p$. `sum_optimalWell` adds the weights and sums over the grid.

In `lieb_thirring_duality`, the forward direction multiplies the pointwise bound by `w x` and sums it with `sum_le_sum`. The reverse direction applies the assumed energy bound to the optimal well and combines it with `sum_optimalWell`; `linarith` does the final rearrangement. The three-dimensional theorem sets `d := 3` and all weights to one, then simplifies the exponents and the constant.

`ground_energy_duality` uses the two halves of `hE`. That `E V` is the greatest of the lower bounds gives the forward direction, and that it lies below every energy gives the reverse, with the duality applied to each state. `potentialConst_sharp` again inserts the optimal well, with `hpos` supplying the positive sum that makes the inequality strict. `kineticConst_recovered` inverts the power $d/2$ by raising to $2/d$.
